# Bounds on quadrature second moments at fixed mean photon number

A mode of light has an annihilation operator a, a creation operator b = a†, and a dimensionless quadrature x = (a + b)/√2 whose mean square in the vacuum is 1/2. For a state with ⟨x⟩ = 0, where ⟨x²⟩ is the variance of x, squeezing means that ⟨x²⟩ lies below that value. In a normalised state with mean photon number m,

    ⟨x²⟩ = m + 1/2 + Re⟨a²⟩

Without an estimate of the last term, positivity gives only ⟨x²⟩ ≥ 0, which does not exclude a state with a hundredth of a photon and ⟨x²⟩ = 0. For mutually adjoint a, b with ab − ba = 1 and a unit vector, the estimate |⟨a²⟩|² ≤ m(m+1) closes the gap. For pure states and one bosonic mode, it limits how small ⟨x²⟩ can be at a given photon number, and hence the squeezing of states with ⟨x⟩ = 0.

## The mode and its observables

States are vectors in a complex inner product space V, with ⟨u, w⟩ antilinear in u. Completeness is not assumed. Since a and b map all of V into V, the space stands for a domain invariant under both, such as finite superpositions of number states. Density operators are not treated.

```lean
import Mathlib

open scoped InnerProductSpace ComplexConjugate

namespace MaximalSqueezing

noncomputable section

variable {V : Type*} [NormedAddCommGroup V] [InnerProductSpace ℂ V]
```

Two relations are postulated for all u, w in V:

    ⟨a u, w⟩ = ⟨u, b w⟩
    a b u − b a u = u

The first, `adj`, says that b acts as a†. The second, `ccr`, is the canonical commutation relation; it is [x, p] = i for p = (a − b)/(i√2), in units where ħ = 1.

```lean
/-- Bosonic ladder operators: `b` is adjoint to `a`, and `ab - ba = 1`. -/
structure IsLadderPair (a b : V →ₗ[ℂ] V) : Prop where
  adj : ∀ u w, ⟪a u, w⟫_ℂ = ⟪u, b w⟫_ℂ
  ccr : ∀ u, a (b u) - b (a u) = u
```

For a state v the mean photon number is m = Re⟨v, ba v⟩.

```lean
/-- Mean photon number `⟨v, ba v⟩`, taken as a real number. -/
def meanNumber (a b : V →ₗ[ℂ] V) (v : V) : ℝ := (⟪v, b (a v)⟫_ℂ).re
```

For an operator X the second moment is ⟨X²⟩ = Re⟨v, X X v⟩. The squared mean is not subtracted, so for a quadrature this is the variance only when its mean vanishes; the theorems speak of second moments.

```lean
/-- Second moment `⟨v, X² v⟩` of an operator, taken as a real number. -/
def secondMoment (X : V →ₗ[ℂ] V) (v : V) : ℝ := (⟪v, X (X v)⟫_ℂ).re
```

The quadrature x is called `position`.

```lean
/-- Position quadrature `x = (a + b)/√2`. -/
def position (a b : V →ₗ[ℂ] V) : V →ₗ[ℂ] V := (((Real.sqrt 2)⁻¹ : ℝ) : ℂ) • (a + b)
```

For a real angle θ, the rotated quadrature is the same construction applied to phase-shifted operators, and θ = π/2 gives p:

    x_θ = (e^(−iθ) a + e^(iθ) b)/√2

```lean
/-- Rotated quadrature `x_θ = (e^{-iθ} a + e^{iθ} b)/√2`. -/
def quadrature (a b : V →ₗ[ℂ] V) (θ : ℝ) : V →ₗ[ℂ] V :=
  position (Complex.exp (-(θ * Complex.I)) • a) (Complex.exp (θ * Complex.I) • b)
```

## Norms of a v and b v

Conjugating the adjoint relation moves b across the inner product as well:

    ⟨b u, w⟩ = conj⟨w, b u⟩ = conj⟨a w, u⟩ = ⟨u, a w⟩

```lean
variable {a b : V →ₗ[ℂ] V} {v : V}

/-- The adjoint relation read the other way: `⟨b u, w⟩ = ⟨u, a w⟩`. -/
theorem IsLadderPair.adj' (h : IsLadderPair a b) (u w : V) :
    ⟪b u, w⟫_ℂ = ⟪u, a w⟫_ℂ :=
  calc ⟪b u, w⟫_ℂ = conj ⟪w, b u⟫_ℂ := (inner_conj_symm _ _).symm
    _ = conj ⟪a w, u⟫_ℂ := by rw [h.adj]
    _ = ⟪u, a w⟫_ℂ := inner_conj_symm _ _
```

From here on ‖v‖ = 1, the hypothesis `hv`. Adjointness and the commutator give

    ‖a v‖² = ⟨v, ba v⟩ = m
    ‖b v‖² = ⟨v, ab v⟩ = ⟨v, ba v⟩ + ⟨v, v⟩ = m + 1

In particular m ≥ 0. In the proof, `e` is the commutator rearranged as ab v = ba v + v.

```lean
/-- For a unit vector with mean number `m`, `‖a v‖² = m` and `‖b v‖² = m + 1`. -/
theorem IsLadderPair.norms (h : IsLadderPair a b) (hv : ‖v‖ = 1) :
    ‖a v‖ ^ 2 = meanNumber a b v ∧ ‖b v‖ ^ 2 = meanNumber a b v + 1 := by
  constructor
  · unfold meanNumber
    rw [← h.adj]
    exact (inner_self_eq_norm_sq (𝕜 := ℂ) (a v)).symm
  · have e : a (b v) = b (a v) + v := sub_eq_iff_eq_add'.mp (h.ccr v)
    have e1 : (⟪b v, b v⟫_ℂ).re = ‖b v‖ ^ 2 := inner_self_eq_norm_sq (𝕜 := ℂ) (b v)
    have e2 : (⟪v, v⟫_ℂ).re = ‖v‖ ^ 2 := inner_self_eq_norm_sq (𝕜 := ℂ) v
    rw [h.adj', e, inner_add_right, Complex.add_re, e2, hv] at e1
    unfold meanNumber
    linarith
```

## The pair amplitude ⟨v, a² v⟩

Moving one factor a to the left and applying Cauchy-Schwarz, `norm_inner_le_norm`, gives

    |⟨v, a² v⟩|² = |⟨b v, a v⟩|² ≤ ‖b v‖² ‖a v‖² = m(m+1)

Lean writes the modulus of a complex number with norm bars.

```lean
/-- For a unit vector with mean number `m`, `|⟨v, a² v⟩|² ≤ m (m + 1)`. -/
theorem IsLadderPair.pair_amplitude_le (h : IsLadderPair a b) (hv : ‖v‖ = 1) :
    ‖⟪v, a (a v)⟫_ℂ‖ ^ 2 ≤ meanNumber a b v * (meanNumber a b v + 1) := by
  obtain ⟨h1, h2⟩ := h.norms hv
  -- `⟨v, a² v⟩ = ⟨b v, a v⟩`, then Cauchy-Schwarz
  rw [← h.adj' v (a v)]
  calc ‖⟪b v, a v⟫_ℂ‖ ^ 2 ≤ (‖b v‖ * ‖a v‖) ^ 2 :=
        pow_le_pow_left₀ (norm_nonneg _) (norm_inner_le_norm _ _) 2
    _ = _ := by rw [mul_pow, h1, h2]; ring
```

## The second moment of x

Write R = Re⟨v, a² v⟩. For real s and t, the cross term in the squared norm of s a v + t b v is 2st Re⟨b v, a v⟩ = 2stR, so

    ‖s a v + t b v‖² = s² m + t² (m+1) + 2stR

The step `key` is this expansion, and the `simp only` call pulls out the scalars and inserts the two norms.

```lean
/-- For real `s, t` and a unit vector with mean number `m`,
`‖s a v + t b v‖² = s² m + t² (m + 1) + 2 s t Re ⟨v, a² v⟩`. -/
theorem IsLadderPair.norm_sq_comb (h : IsLadderPair a b) (hv : ‖v‖ = 1) (s t : ℝ) :
    ‖(s : ℂ) • a v + (t : ℂ) • b v‖ ^ 2 = s ^ 2 * meanNumber a b v
      + t ^ 2 * (meanNumber a b v + 1) + 2 * s * t * (⟪v, a (a v)⟫_ℂ).re := by
  obtain ⟨h1, h2⟩ := h.norms hv
  have key : ‖(t : ℂ) • b v + (s : ℂ) • a v‖ ^ 2 = ‖(t : ℂ) • b v‖ ^ 2
      + 2 * (⟪(t : ℂ) • b v, (s : ℂ) • a v⟫_ℂ).re + ‖(s : ℂ) • a v‖ ^ 2 :=
    norm_add_sq (𝕜 := ℂ) _ _
  simp only [inner_smul_left, inner_smul_right, h.adj', norm_smul, mul_pow, h1, h2,
    Complex.conj_ofReal, Complex.re_ofReal_mul, Complex.norm_real, Real.norm_eq_abs,
    sq_abs] at key
  rw [add_comm ((s : ℂ) • a v), key]
  ring
```

Because ⟨v, x w⟩ = ⟨x v, w⟩ for all w (`hs`), the second moment is ‖x v‖². Setting s = t = 1/√2,

    ⟨x²⟩ = m/2 + (m+1)/2 + R = m + 1/2 + R

The closing `linear_combination` replaces (1/√2)² by 1/2.

```lean
/-- For a unit vector with mean number `m`, `⟨x²⟩ = m + 1/2 + Re ⟨v, a² v⟩`. -/
theorem IsLadderPair.position_moment (h : IsLadderPair a b) (hv : ‖v‖ = 1) :
    secondMoment (position a b) v = meanNumber a b v + 1 / 2 + (⟪v, a (a v)⟫_ℂ).re := by
  -- `x` is symmetric, so `⟨x²⟩ = ‖x v‖²`
  have hs : ∀ w, ⟪v, position a b w⟫_ℂ = ⟪position a b v, w⟫_ℂ := by
    intro w
    simp only [position, LinearMap.smul_apply, LinearMap.add_apply, inner_smul_left,
      inner_smul_right, inner_add_left, inner_add_right, h.adj, h.adj', Complex.conj_ofReal]
    ring
  have e : (⟪position a b v, position a b v⟫_ℂ).re = ‖position a b v‖ ^ 2 :=
    inner_self_eq_norm_sq (𝕜 := ℂ) _
  have hx : position a b v = (((Real.sqrt 2)⁻¹ : ℝ) : ℂ) • a v
      + (((Real.sqrt 2)⁻¹ : ℝ) : ℂ) • b v := by
    simp only [position, LinearMap.smul_apply, LinearMap.add_apply, smul_add]
  have hc : ((Real.sqrt 2)⁻¹) ^ 2 = (1 / 2 : ℝ) := by
    rw [inv_pow, Real.sq_sqrt (by norm_num)]
    norm_num
  rw [secondMoment, hs, e, hx, h.norm_sq_comb hv]
  linear_combination (2 * meanNumber a b v + 1 + 2 * (⟪v, a (a v)⟫_ℂ).re) * hc
```

Since |R| ≤ |⟨v, a² v⟩| ≤ √(m(m+1)),

    m + 1/2 − √(m(m+1)) ≤ ⟨x²⟩ ≤ m + 1/2 + √(m(m+1))

At m = 0 both sides are 1/2.

```lean
/-- For a unit vector with mean number `m`, `⟨x²⟩` lies between
`m + 1/2 - √(m(m+1))` and `m + 1/2 + √(m(m+1))`. -/
theorem IsLadderPair.position_bounds (h : IsLadderPair a b) (hv : ‖v‖ = 1) :
    meanNumber a b v + 1 / 2 - Real.sqrt (meanNumber a b v * (meanNumber a b v + 1))
      ≤ secondMoment (position a b) v ∧
    secondMoment (position a b) v
      ≤ meanNumber a b v + 1 / 2 + Real.sqrt (meanNumber a b v * (meanNumber a b v + 1)) := by
  have hb := (le_abs_self _).trans (Real.abs_le_sqrt (h.pair_amplitude_le hv))
  obtain ⟨h1, h2⟩ := abs_le.mp ((Complex.abs_re_le_norm ⟪v, a (a v)⟫_ℂ).trans hb)
  rw [h.position_moment hv]
  constructor <;> linarith
```

## When the lower bound is met

The code names two square roots `p` and `q`; here they are P = √m and Q = √(m+1). Taking s = Q and t = P,

    ‖Q a v + P b v‖² = 2P²Q² + 2PQR = 2PQ(PQ + R)

The lower bound is met exactly when R = −PQ. If that holds, the norm vanishes and so does the vector. Conversely, if the vector vanishes then PQ + R = 0 or PQ = 0. In the second case the two bounds `hl` and `hu` force R = 0, which is again −PQ; this is m = 0, where the condition reads a v = 0. The theorem is the equivalence

    ⟨x²⟩ = m + 1/2 − √(m(m+1))  ⇔  √(m+1) a v + √m b v = 0

```lean
/-- A unit vector with mean number `m` has `⟨x²⟩ = m + 1/2 - √(m(m+1))` exactly when
`√(m+1) a v + √m b v = 0`. -/
theorem IsLadderPair.position_eq_iff (h : IsLadderPair a b) (hv : ‖v‖ = 1) :
    secondMoment (position a b) v
      = meanNumber a b v + 1 / 2 - Real.sqrt (meanNumber a b v * (meanNumber a b v + 1)) ↔
    (Real.sqrt (meanNumber a b v + 1) : ℂ) • a v
      + (Real.sqrt (meanNumber a b v) : ℂ) • b v = 0 := by
  have hm : 0 ≤ meanNumber a b v := by rw [← (h.norms hv).1]; positivity
  have key := h.norm_sq_comb hv (Real.sqrt (meanNumber a b v + 1)) (Real.sqrt (meanNumber a b v))
  have hb := h.position_bounds hv
  have hp := Real.sq_sqrt hm
  have hq := Real.sq_sqrt (show 0 ≤ meanNumber a b v + 1 by linarith)
  rw [h.position_moment hv, Real.sqrt_mul hm] at hb ⊢
  set q := Real.sqrt (meanNumber a b v + 1)
  set p := Real.sqrt (meanNumber a b v)
  set R := (⟪v, a (a v)⟫_ℂ).re
  obtain ⟨hl, hu⟩ := hb
  -- the squared norm of the combination is `2 p q (p q + R)`
  constructor
  · intro he
    have hR : R = -(p * q) := by linarith
    have h0 : ‖(q : ℂ) • a v + (p : ℂ) • b v‖ ^ 2 = 0 := by
      linear_combination key + 2 * q * p * hR - q ^ 2 * hp - p ^ 2 * hq
    exact norm_eq_zero.mp ((pow_eq_zero_iff two_ne_zero).mp h0)
  · intro hw
    rw [hw, norm_zero] at key
    have h0 : p * q * (p * q + R) = 0 := by
      linear_combination (-1 / 2) * key + (q ^ 2 / 2) * hp + (p ^ 2 / 2) * hq
    rcases mul_eq_zero.mp h0 with h1 | h1 <;> linarith
```

With m = sinh² r and r ≥ 0 the condition becomes (cosh r · a + sinh r · b) v = 0, the equation of the squeezed vacuum, and the bound becomes e^(−2r)/2. The equivalence characterises equality for x only, and it does not produce a vector in V that solves the equation, so sharpness of the bound for m > 0 is not among the theorems. Finite superpositions of number states contain no solution for m > 0, because b raises the highest occupied level and a cannot cancel the result. The squeezed vacuum lies in a larger invariant domain, the Schwartz functions of x.

## Every angle

Set a' = e^(−iθ) a and b' = e^(iθ) b. Antilinearity turns e^(−iθ) in the first slot into e^(iθ) (`hc`), and the two phases cancel in products (`hm`):

    ⟨a' u, w⟩ = e^(iθ) ⟨u, b w⟩ = ⟨u, b' w⟩
    a'b' − b'a' = ab − ba = 1,   b'a' = ba

So a', b' form a ladder pair (`hr`) with the same m (`hn`), and the bounds for x apply to x_θ unchanged.

```lean
/-- For a unit vector with mean number `m` and every angle `θ`, `⟨x_θ²⟩` lies between
`m + 1/2 - √(m(m+1))` and `m + 1/2 + √(m(m+1))`. -/
theorem IsLadderPair.quadrature_bounds (h : IsLadderPair a b) (hv : ‖v‖ = 1) (θ : ℝ) :
    meanNumber a b v + 1 / 2 - Real.sqrt (meanNumber a b v * (meanNumber a b v + 1))
      ≤ secondMoment (quadrature a b θ) v ∧
    secondMoment (quadrature a b θ) v
      ≤ meanNumber a b v + 1 / 2 + Real.sqrt (meanNumber a b v * (meanNumber a b v + 1)) := by
  have hc : conj (Complex.exp (-(θ * Complex.I))) = Complex.exp (θ * Complex.I) := by
    rw [← Complex.exp_conj]
    congr 1
    simp
  have hm : Complex.exp (-(θ * Complex.I)) * Complex.exp (θ * Complex.I) = 1 := by
    rw [← Complex.exp_add, neg_add_cancel, Complex.exp_zero]
  have hm' : Complex.exp (θ * Complex.I) * Complex.exp (-(θ * Complex.I)) = 1 := by
    rw [mul_comm, hm]
  -- the phase-rotated operators form a ladder pair with the same mean number
  have hr : IsLadderPair (Complex.exp (-(θ * Complex.I)) • a)
      (Complex.exp (θ * Complex.I) • b) := by
    constructor
    · intro u w
      simp only [LinearMap.smul_apply, inner_smul_left, inner_smul_right, hc, h.adj]
    · intro u
      simp only [LinearMap.smul_apply, map_smul, smul_smul, hm, hm', one_smul]
      exact h.ccr u
  have hn : meanNumber (Complex.exp (-(θ * Complex.I)) • a)
      (Complex.exp (θ * Complex.I) • b) v = meanNumber a b v := by
    simp only [meanNumber, LinearMap.smul_apply, map_smul, smul_smul, hm, one_smul]
  have hb := hr.position_bounds hv
  rw [hn] at hb
  exact hb
```

## Photons needed for a given second moment

Let W = ⟨x_θ²⟩. The distances from W to the two bounds are nonnegative, hence so is their product:

    m(m+1) − (W − m − 1/2)² ≥ 0
    W² − (2m+1) W + 1/4 ≤ 0
    (2W − 1)² ≤ 8Wm

The hint passed to `nlinarith` is that product. The inequality excludes W = 0, and W = 1/4, half the vacuum value, requires m ≥ 1/8.

```lean
/-- For a unit vector with mean number `m` and `W = ⟨x_θ²⟩`, `(2W - 1)² ≤ 8 W m`. -/
theorem IsLadderPair.photon_cost (h : IsLadderPair a b) (hv : ‖v‖ = 1) (θ : ℝ) :
    (2 * secondMoment (quadrature a b θ) v - 1) ^ 2
      ≤ 8 * secondMoment (quadrature a b θ) v * meanNumber a b v := by
  have hm : 0 ≤ meanNumber a b v := by rw [← (h.norms hv).1]; positivity
  obtain ⟨h1, h2⟩ := h.quadrature_bounds hv θ
  have hs := Real.sq_sqrt (show 0 ≤ meanNumber a b v * (meanNumber a b v + 1) by positivity)
  nlinarith [mul_nonneg (sub_nonneg.mpr h1) (sub_nonneg.mpr h2)]
```

## Truncating to three levels

The following example is worked by ordinary arithmetic and is not formalised. Keep only the number states |0⟩, |1⟩, |2⟩, with a|0⟩ = 0, a|1⟩ = |0⟩, a|2⟩ = √2|1⟩ and b the conjugate transpose, so that b|2⟩ = 0. Adjointness holds, but ab − ba = diag(1, 1, −2). For the unit vector v = (√2|0⟩ − |2⟩)/√3,

    a v = −√(2/3) |1⟩,   b v = √(2/3) |1⟩,   x v = 0,   m = 2/3

Then ⟨x²⟩ = 0, below the bound 7/6 − √10/3 ≈ 0.11, and the photon inequality would read 1 ≤ 0. A single-mode simulation in a truncated number basis can therefore show too much squeezing when the top level is populated and x² is formed from the truncated matrices.

## Polynomials with the Bargmann form

No nonzero finite-dimensional space carries `ccr`, since a commutator has zero trace, so a model must be infinite-dimensional. On complex polynomials p, q with coefficients pₙ, qₙ, define

    B(p, q) = Σₙ n! conj(pₙ) qₙ

The monomial Xⁿ has B(Xⁿ, Xⁿ) = n!, so Xⁿ/√(n!) is the normalised number state |n⟩.

```lean
/-- Bargmann form `∑ n! conj(p_n) q_n` on complex polynomials. -/
def bargmann (p q : Polynomial ℂ) : ℂ :=
  p.sum fun n c => (n.factorial : ℂ) * conj c * q.coeff n
```

Let a = d/dX and let b be multiplication by X. Both sides of the adjoint relation are additive in p, so the induction reduces to a monomial cXⁿ. For n = 0 both sides vanish, and for n = k + 1,

    B(d/dX cXᵏ⁺¹, q) = k! (k+1) conj(c) qₖ = (k+1)! conj(c) (Xq)ₖ₊₁ = B(cXᵏ⁺¹, Xq)

The product rule gives (Xp)′ − Xp′ = p, and Re B(p, p) = Σₙ n! |pₙ|² is positive for p ≠ 0. `ladder_witness` states these three facts about `bargmann`, which is sesquilinear and Hermitian by inspection of the sum; it does not equip the polynomials with an inner product structure or conclude `IsLadderPair` for them.

```lean
open Polynomial in
/-- On polynomials, `d/dX` and multiplication by `X` are adjoint for the Bargmann form and
have commutator one, and the form is positive on nonzero polynomials. -/
theorem ladder_witness :
    (∀ p q : ℂ[X], bargmann (derivative p) q = bargmann p (X * q)) ∧
    (∀ p : ℂ[X], derivative (X * p) - X * derivative p = p) ∧
    (∀ p : ℂ[X], p ≠ 0 → 0 < (bargmann p p).re) := by
  have hadd : ∀ p r q : ℂ[X], bargmann (p + r) q = bargmann p q + bargmann r q := by
    intro p r q
    unfold bargmann
    exact sum_add_index p r _ (fun i => by simp) (fun i x y => by simp only [map_add]; ring)
  have hmon : ∀ (n : ℕ) (c : ℂ) (q : ℂ[X]),
      bargmann (monomial n c) q = (n.factorial : ℂ) * conj c * q.coeff n := by
    intro n c q
    unfold bargmann
    exact sum_monomial_index c _ (by simp)
  refine ⟨fun p q => ?_, fun p => ?_, fun p hp => ?_⟩
  · induction p using Polynomial.induction_on' with
    | add p r hp hr => rw [derivative_add, hadd, hadd, hp, hr]
    | monomial n c =>
      rw [derivative_monomial, hmon, hmon]
      cases n with
      | zero => simp
      | succ k =>
        rw [coeff_X_mul]
        simp only [Nat.add_sub_cancel, Nat.factorial_succ, map_mul, map_natCast]
        push_cast
        ring
  · rw [derivative_mul, derivative_X]
    ring
  · unfold bargmann
    rw [Polynomial.sum_def, Complex.re_sum]
    refine Finset.sum_pos (fun n hn => ?_)
      (Finset.nonempty_iff_ne_empty.mpr fun e => hp (support_eq_empty.mp e))
    rw [mul_assoc, ← Complex.normSq_eq_conj_mul_self, ← Complex.ofReal_natCast,
      ← Complex.ofReal_mul, Complex.ofReal_re]
    exact mul_pos (by exact_mod_cast Nat.factorial_pos n)
      (Complex.normSq_pos.mpr (mem_support_iff.mp hn))

end

end MaximalSqueezing
```

```lean
#print axioms MaximalSqueezing.IsLadderPair.position_eq_iff
#print axioms MaximalSqueezing.IsLadderPair.quadrature_bounds
#print axioms MaximalSqueezing.IsLadderPair.photon_cost
```

```
'MaximalSqueezing.IsLadderPair.position_eq_iff' depends on axioms: [propext, Classical.choice, Quot.sound]
'MaximalSqueezing.IsLadderPair.quadrature_bounds' depends on axioms: [propext, Classical.choice, Quot.sound]
'MaximalSqueezing.IsLadderPair.photon_cost' depends on axioms: [propext, Classical.choice, Quot.sound]
```
